# A symmetry operation multiplies the projector of a sign character by that character's sign

A finite group G acts on a finite-dimensional real space by matrices R(g), which need not be orthogonal, and a character c gives each operation a sign, 1 or -1. The projector P is the group average of c(g) R(g), that is, the sum over the group divided by its order. The lemma states that R(h) P = c(h) P for every h in G, so any vector of the form Pv is either left unchanged by h or reversed. The attempt moves R(h) inside the sum, tries to strip the common factor 1/|G| from both sides, and then matches the two sums by relabelling g as hg.

As first written in Lean, the proof fails:

```lean
import Mathlib

open scoped Matrix

namespace SymmetryAdaptedCoordinates

noncomputable section

variable {G n : Type*} [Group G] [Fintype n] [DecidableEq n]

/-- The value `1` or `-1` of a sign character on a symmetry operation, as a real number. -/
def sgn (c : G →* ℤˣ) (g : G) : ℝ := ((c g : ℤ) : ℝ)

/-- The symmetry projector of a sign character `c`: the group average of `c(g) R_g`. -/
def symProj [Fintype G] (R : G →* Matrix n n ℝ) (c : G →* ℤˣ) : Matrix n n ℝ :=
  (Fintype.card G : ℝ)⁻¹ • ∑ g, sgn c g • R g

/-- The square of a character sign is one. -/
theorem sgn_mul_self (c : G →* ℤˣ) (g : G) : sgn c g * sgn c g = 1 := by
  rcases Int.units_eq_one_or (c g) with h | h <;> simp [sgn, h]

variable [Fintype G]

/-- A symmetry operation multiplies the projector of `c` by the sign `c(h)`. -/
theorem action_mul_symProj (R : G →* Matrix n n ℝ) (c : G →* ℤˣ) (h : G) :
    R h * symProj R c = sgn c h • symProj R c := by
  unfold symProj
  rw [Matrix.mul_smul, Finset.mul_sum, smul_comm (sgn c h), Finset.smul_sum]
  congr 1
  -- relabel the group sum by g ↦ h g
  refine Fintype.sum_equiv (Equiv.mulLeft h) _ _ fun g => ?_
  change R h * (sgn c g • R g) = sgn c h • sgn c (h * g) • R (h * g)
  have hs : sgn c (h * g) = sgn c h * sgn c g := by simp [sgn]
  rw [hs, map_mul, Matrix.mul_smul, smul_smul, ← mul_assoc, sgn_mul_self, one_mul]

end

end SymmetryAdaptedCoordinates
```

The compiler's answer:

```
Main.lean:31:9: error: typeclass instance problem is stuck
  AddCommMonoid ?m.76

Note: Lean will not try to resolve this typeclass instance problem because the type argument to `AddCommMonoid` is a metavariable. This argument must be fully determined before Lean will try to resolve the typeclass.

Hint: Adding type annotations and supplying implicit arguments to functions can give Lean more information for typeclass resolution. For example, if you have a variable `x` that you intend to be a `Nat`, but Lean reports it as having an unresolved type like `?m`, replacing `x` with `(x : Nat)` can get typeclass resolution un-stuck.
```

What went wrong. The error is reported at `Fintype.sum_equiv`, but it originates in the `rw` above. After `smul_comm`, both sides have the form 1/|G| times something, and only the right has the further factor `sgn c h` in front of its sum. `Finset.smul_sum` was meant to move that factor inside, but the first match is on the left, where it moves 1/|G| into the sum instead. The left side is now a sum and the right still a scalar multiple, so `congr 1` cannot strip the common factor. `Fintype.sum_equiv` proves an equality of two sums, which the goal is not. Lean therefore cannot read off the type of the summands, and the search for its `AddCommMonoid` instance is stuck.

The repair moves `Finset.smul_sum` after `congr 1`. The factor 1/|G| is then stripped while it is still outermost on both sides, and the only scalar multiple of a sum left is the intended one, on the right. Rewriting it gives a sum on each side, as `Fintype.sum_equiv` needs.

Lean accepts the file once it reads:

```diff
@@ -26,6 +26,7 @@
     R h * symProj R c = sgn c h • symProj R c := by
   unfold symProj
-  rw [Matrix.mul_smul, Finset.mul_sum, smul_comm (sgn c h), Finset.smul_sum]
+  rw [Matrix.mul_smul, Finset.mul_sum, smul_comm (sgn c h)]
   congr 1
+  rw [Finset.smul_sum]
   -- relabel the group sum by g ↦ h g
   refine Fintype.sum_equiv (Equiv.mulLeft h) _ _ fun g => ?_
```
